# Inverting the radial Schrödinger equation for r^(l+1)(a + br²) away from its nodes

The theorem `polyWave_potential` concerns the unnormalised radial function u(r) = r^(l+1)(a + br²), with real a and b and a natural number l as angular momentum. Inverting the one-particle radial Schrödinger equation in atomic units gives the potential minus the energy as u″/(2u) − l(l+1)/(2r²). The theorem says that this equals (2l+3)b/(a + br²) wherever r > 0 and a + br² ≠ 0. The attempt computes both derivatives, substitutes them, writes `p` for `r ^ l`, and leaves the remaining algebra to `field_simp` and `ring`.

As first written in Lean, the proof fails:

```lean
import Mathlib

open Real

namespace KerkerVersusPolynomialMatching

noncomputable section

/-- The plain polynomial radial function `r^(l+1) (a + b r²)`. -/
def polyWave (l : ℕ) (a b r : ℝ) : ℝ := r ^ (l + 1) * (a + b * r ^ 2)

/-- The potential minus the energy, in atomic units, obtained by inverting the radial
Schrödinger equation for `u` at angular momentum `l`. -/
def invertedPotential (l : ℕ) (u : ℝ → ℝ) (r : ℝ) : ℝ :=
  deriv (deriv u) r / (2 * u r) - l * (l + 1) / (2 * r ^ 2)

/-- The derivative of a power of the radius, away from the origin. -/
lemma hasDerivAt_pow_div (n : ℕ) {r : ℝ} (hr : r ≠ 0) :
    HasDerivAt (fun x : ℝ => x ^ n) (n * r ^ n / r) r := by
  refine (hasDerivAt_pow n r).congr_deriv ?_
  cases n with
  | zero => simp
  | succ k =>
    rw [Nat.add_sub_cancel, pow_succ]
    field_simp

/-- The slope of the polynomial radial function. -/
lemma polyWave_deriv (l : ℕ) (a b r : ℝ) : HasDerivAt (polyWave l a b)
    ((l + 1) * a * r ^ l + (l + 3) * b * r ^ (l + 2)) r := by
  have e : polyWave l a b = fun x => a * x ^ (l + 1) + b * x ^ (l + 3) := by
    funext x
    simp only [polyWave]
    ring
  rw [e]
  refine (((hasDerivAt_pow (l + 1) r).const_mul a).fun_add
    ((hasDerivAt_pow (l + 3) r).const_mul b)).congr_deriv ?_
  rw [show l + 1 - 1 = l by omega, show l + 3 - 1 = l + 2 by omega]
  push_cast
  ring

/-- The inverted potential of the polynomial radial function away from its nodes. -/
theorem polyWave_potential (l : ℕ) {a b r : ℝ} (hr : 0 < r) (h : a + b * r ^ 2 ≠ 0) :
    invertedPotential l (polyWave l a b) r = (2 * l + 3) * b / (a + b * r ^ 2) := by
  have d1 : deriv (polyWave l a b) =
      fun x => (l + 1) * a * x ^ l + (l + 3) * b * x ^ (l + 2) :=
    funext fun x => (polyWave_deriv l a b x).deriv
  have d2 : HasDerivAt (fun x : ℝ => (l + 1) * a * x ^ l + (l + 3) * b * x ^ (l + 2))
      ((l + 1) * a * (l * r ^ l / r) +
        (l + 3) * b * (((l + 2 : ℕ) : ℝ) * r ^ (l + 2) / r)) r :=
    ((hasDerivAt_pow_div l hr.ne').const_mul _).fun_add
      ((hasDerivAt_pow_div (l + 2) hr.ne').const_mul _)
  have hp : r ^ l ≠ 0 := by positivity
  have hr0 := hr.ne'
  rw [invertedPotential, d1, d2.deriv]
  simp only [polyWave, pow_add, pow_one]
  push_cast
  generalize r ^ l = p at hp ⊢
  field_simp <;> ring

end

end KerkerVersusPolynomialMatching
```

The error:

```
Try this:
  [apply] ring_nf
  
  The `ring` tactic failed to close the goal. Use `ring_nf` to obtain a normal form.
    
  Note that `ring` works primarily in *commutative* rings. If you have a noncommutative ring, abelian group or module, consider using `noncomm_ring`, `abel` or `module` instead.
Main.lean:43:82: error: unsolved goals
l : ℕ
a b r : ℝ
hr : 0 < r
h : a + b * r ^ 2 ≠ 0
d1 : deriv (polyWave l a b) = fun x => (↑l + 1) * a * x ^ l + (↑l + 3) * b * x ^ (l + 2)
d2 :
  HasDerivAt (fun x => (↑l + 1) * a * x ^ l + (↑l + 3) * b * x ^ (l + 2))
    ((↑l + 1) * a * (↑l * r ^ l / r) + (↑l + 3) * b * (↑(l + 2) * r ^ (l + 2) / r)) r
hr0 : r ≠ 0
p : ℝ
hp : p ≠ 0
⊢ -↑l + ↑l * a * (a + r ^ 2 * b)⁻¹ + ↑l * r ^ 2 * b * (a + r ^ 2 * b)⁻¹ * 5 - ↑l ^ 2 + ↑l ^ 2 * a * (a + r ^ 2 * b)⁻¹ +
        ↑l ^ 2 * r ^ 2 * b * (a + r ^ 2 * b)⁻¹ +
      r ^ 2 * b * (a + r ^ 2 * b)⁻¹ * 6 =
    ↑l * r ^ 2 * b * (a + r ^ 2 * b)⁻¹ * 4 + r ^ 2 * b * (a + r ^ 2 * b)⁻¹ * 6
```

The "Try this" message says that `ring` did not close the goal. The error shows what was left, an equation still containing `(a + r ^ 2 * b)⁻¹`, so `field_simp` had not cleared that denominator. To clear it, `field_simp` must prove that it is nonzero. But `field_simp` also reorders products inside the sum, so the condition it has to prove is about `a + r ^ 2 * b`, while `h` is about `a + b * r ^ 2`. The two are equal, but `field_simp` looks for a hypothesis that matches as written, so `h` is not used. The equation left over is true, but proving it requires cancelling the sum against its inverse. `ring` does not use `h` and treats the inverse of a sum as an opaque quantity, so it cannot do that.

The repair names the denominator `q` and rewrites both `h` and the goal with it. The hypothesis is now `q ≠ 0`, about a single variable with nothing inside to reorder, so `field_simp` can use it to clear the denominator. The numerator still contains `a`, which `ring` would not know to be related to `q`, so `ha` replaces it by `q - b * r ^ 2`. What remains is a polynomial identity, which `ring` proves. Putting `field_simp` and `ring` on separate lines instead of joining them with `<;>` is mere tidying.

As a diff, the version that Lean accepts:

```diff
@@ -56,5 +56,11 @@
   push_cast
   generalize r ^ l = p at hp ⊢
-  field_simp <;> ring
+  -- name the denominator and eliminate `a` in its favour
+  obtain ⟨q, hq⟩ : ∃ q, q = a + b * r ^ 2 := ⟨_, rfl⟩
+  rw [← hq] at h ⊢
+  have ha : a = q - b * r ^ 2 := by linarith
+  rw [ha]
+  field_simp
+  ring
 
 end
```
